# At fixed chemical potential, thermal smearing raises the free-electron radial Compton integral ∫ p n(p) dp at each projection q by at most T ln 2

For free electrons at temperature T > 0 and chemical potential μ, in units where ħ, the electron mass and Boltzmann's constant are 1, the impulse-approximation Compton profile at momentum projection q is proportional to the one-dimensional integral of p n(p) over all momentum magnitudes p > |q|, with n the Fermi-Dirac occupation. This integral equals T ln(1 + exp((μ − q²/2)/T)). At the same μ this exceeds the value for a sharp Fermi sphere, max(0, μ − q²/2), by a positive amount that is at most T ln 2 and, for μ ≥ 0, reaches T ln 2 exactly when |q| = √(2μ).

```lean
import Mathlib

open MeasureTheory Set Filter Topology
open scoped Real

namespace ThermalComptonProfile

noncomputable section

/-- Fermi-Dirac occupation of a free-electron state of momentum `p` at temperature `T ≠ 0` and
chemical potential `μ`, in units where ħ, the electron mass and Boltzmann's constant are 1. -/
def fermi (T μ p : ℝ) : ℝ := 1 / (Real.exp ((p ^ 2 / 2 - μ) / T) + 1)

/-- Radial form of the thermal Compton profile at momentum projection `q`, for `T > 0`: the integral
of `p n(p)` over all `p > |q|`. -/
def comptonProfile (T μ q : ℝ) : ℝ := ∫ p in Ioi |q|, p * fermi T μ p

/-- The same radial integral for a sharp Fermi sphere, in which exactly the states of kinetic
energy at most `μ` are filled. -/
def sharpProfile (μ q : ℝ) : ℝ := ∫ p in Ioi |q|, p * (if p ^ 2 / 2 ≤ μ then 1 else 0)

/-- For `T ≠ 0`, the function `T ln(1 + exp((μ - p²/2)/T))` has derivative `-p n(p)`. -/
theorem hasDerivAt_thermalLog {T : ℝ} (hT : T ≠ 0) (μ p : ℝ) :
    HasDerivAt (fun p : ℝ => T * Real.log (1 + Real.exp ((μ - p ^ 2 / 2) / T)))
      (-(p * fermi T μ p)) p := by
  have h1 : HasDerivAt (fun p : ℝ => (μ - p ^ 2 / 2) / T) (-p / T) p := by
    refine ((((hasDerivAt_id' p).fun_pow 2).div_const 2).const_sub μ
      |>.div_const T).congr_deriv ?_
    norm_num
  have hne : (1 : ℝ) + Real.exp ((μ - p ^ 2 / 2) / T) ≠ 0 := by positivity
  refine (((h1.exp.const_add 1).log hne).const_mul T).congr_deriv ?_
  have e : Real.exp ((p ^ 2 / 2 - μ) / T) = (Real.exp ((μ - p ^ 2 / 2) / T))⁻¹ := by
    rw [← Real.exp_neg]
    congr 1
    ring
  have hE := Real.exp_pos ((μ - p ^ 2 / 2) / T)
  rw [fermi, e]
  generalize Real.exp ((μ - p ^ 2 / 2) / T) = E at *
  have key : 1 / (E⁻¹ + 1) = E / (1 + E) := by
    rw [div_eq_div_iff (by positivity) (by positivity)]
    linear_combination -(mul_inv_cancel₀ hE.ne')
  rw [key]
  field_simp

/-- For `T > 0`, the function `T ln(1 + exp((μ - p²/2)/T))` vanishes as `p → ∞`. -/
theorem tendsto_thermalLog {T : ℝ} (hT : 0 < T) (μ : ℝ) :
    Tendsto (fun p : ℝ => T * Real.log (1 + Real.exp ((μ - p ^ 2 / 2) / T))) atTop (𝓝 0) := by
  have a : Tendsto (fun p : ℝ => p ^ 2 * (1 / (2 * T))) atTop atTop :=
    (tendsto_pow_atTop two_ne_zero).atTop_mul_const (by positivity)
  have h : Tendsto (fun p : ℝ => (μ - p ^ 2 / 2) / T) atTop atBot := by
    refine (tendsto_atBot_add_const_left atTop (μ / T)
      (tendsto_neg_atTop_atBot.comp a)).congr fun p => ?_
    show μ / T + -(p ^ 2 * (1 / (2 * T))) = (μ - p ^ 2 / 2) / T
    ring
  have c := (Real.tendsto_exp_atBot.comp h).const_add 1
  simpa using (c.log (by norm_num)).const_mul T

/-- Closed form of the thermal profile: for `T > 0` it equals `T ln(1 + exp((μ - q²/2)/T))`. -/
theorem comptonProfile_eq {T : ℝ} (hT : 0 < T) (μ q : ℝ) :
    comptonProfile T μ q = T * Real.log (1 + Real.exp ((μ - q ^ 2 / 2) / T)) := by
  -- fundamental theorem of calculus on the half-line, for a nonnegative integrand
  have h := integral_Ioi_of_hasDerivAt_of_nonneg' (a := |q|) (l := 0)
    (g := fun p : ℝ => -(T * Real.log (1 + Real.exp ((μ - p ^ 2 / 2) / T))))
    (g' := fun p : ℝ => p * fermi T μ p)
    (fun p _ => ((hasDerivAt_thermalLog hT.ne' μ p).fun_neg).congr_deriv (neg_neg _))
    (fun p hp => mul_nonneg ((abs_nonneg q).trans (le_of_lt hp))
      (by unfold fermi; positivity))
    (by simpa only [neg_zero] using (tendsto_thermalLog hT μ).neg)
  rw [comptonProfile, h]
  simp only [sq_abs]
  ring

/-- For `T > 0`, integrating the occupation over the two momentum components transverse to `q`
gives `2π` times the radial profile. -/
theorem integral_transverse {T : ℝ} (hT : 0 < T) (μ q : ℝ) :
    ∫ v : ℝ × ℝ, fermi T μ (√(v.1 ^ 2 + v.2 ^ 2 + q ^ 2)) = 2 * π * comptonProfile T μ q := by
  have ht : polarCoord.target = Ioi (0 : ℝ) ×ˢ Ioo (-π) π := rfl
  -- in polar coordinates `q` only shifts the chemical potential
  have key : ∀ z : ℝ × ℝ, z.1 • fermi T μ
      (√((polarCoord.symm z).1 ^ 2 + (polarCoord.symm z).2 ^ 2 + q ^ 2)) =
      (z.1 * fermi T (μ - q ^ 2 / 2) z.1) * 1 := by
    intro z
    have e : (polarCoord.symm z).1 ^ 2 + (polarCoord.symm z).2 ^ 2 + q ^ 2
        = z.1 ^ 2 + q ^ 2 := by
      simp only [polarCoord_symm_apply]
      linear_combination z.1 ^ 2 * Real.sin_sq_add_cos_sq z.2
    rw [e, smul_eq_mul, mul_one]
    unfold fermi
    rw [Real.sq_sqrt (by positivity),
      show ((z.1 ^ 2 + q ^ 2) / 2 - μ) / T = (z.1 ^ 2 / 2 - (μ - q ^ 2 / 2)) / T by ring]
  have hθ : ∫ _y in Ioo (-π) π, (1 : ℝ) = 2 * π := by
    rw [← integral_Ioc_eq_integral_Ioo,
      ← intervalIntegral.integral_of_le (by linarith [Real.pi_pos]),
      intervalIntegral.integral_const, smul_eq_mul]
    ring
  have h0 := comptonProfile_eq hT (μ - q ^ 2 / 2) 0
  rw [comptonProfile, abs_zero, show μ - q ^ 2 / 2 - (0 : ℝ) ^ 2 / 2 = μ - q ^ 2 / 2 by ring]
    at h0
  rw [← integral_comp_polarCoord_symm]
  simp only [key]
  rw [ht, Measure.volume_eq_prod]
  refine (setIntegral_prod_mul (fun r : ℝ => r * fermi T (μ - q ^ 2 / 2) r)
    (fun _ : ℝ => (1 : ℝ)) (Ioi 0) (Ioo (-π) π)).trans ?_
  show (∫ r in Ioi (0 : ℝ), r * fermi T (μ - q ^ 2 / 2) r) * (∫ _y in Ioo (-π) π, (1 : ℝ)) = _
  rw [h0, hθ, comptonProfile_eq hT]
  ring

/-- The profile of the sharp Fermi sphere is the truncated parabola `max(0, μ - q²/2)`. -/
theorem sharpProfile_eq (μ q : ℝ) : sharpProfile μ q = max 0 (μ - q ^ 2 / 2) := by
  -- the step occupation cuts the integral off at the Fermi momentum
  have h1 : sharpProfile μ q = ∫ p in Ioc |q| (√(2 * μ)), p := by
    rw [sharpProfile, ← Ioi_inter_Iic, ← setIntegral_indicator measurableSet_Iic]
    refine setIntegral_congr_fun measurableSet_Ioi fun p hp => ?_
    have hp0 : 0 < p := (abs_nonneg q).trans_lt hp
    have hiff : p ≤ √(2 * μ) ↔ p ^ 2 / 2 ≤ μ := by
      rw [Real.le_sqrt' hp0]
      constructor <;> intro h <;> linarith
    by_cases h : p ^ 2 / 2 ≤ μ <;>
      simp only [indicator, mem_Iic, hiff, h, ↓reduceIte, mul_one, mul_zero]
  have hlt : |q| < √(2 * μ) ↔ q ^ 2 < 2 * μ := by
    rw [Real.lt_sqrt (abs_nonneg q), sq_abs]
  rw [h1]
  by_cases h : |q| < √(2 * μ)
  · have h2 := hlt.1 h
    rw [← intervalIntegral.integral_of_le h.le, integral_id,
      Real.sq_sqrt (by linarith [sq_nonneg q]), sq_abs, max_eq_right (by linarith)]
    ring
  · have h2 : 2 * μ ≤ q ^ 2 := not_lt.1 fun h' => h (hlt.2 h')
    rw [Ioc_eq_empty h, setIntegral_empty, max_eq_left (by linarith)]

/-- Thermal smearing at fixed `μ`: for `T > 0` the thermal profile exceeds the sharp one by
`T ln(1 + exp(-|μ - q²/2|/T))`. -/
theorem thermal_excess {T : ℝ} (hT : 0 < T) (μ q : ℝ) :
    comptonProfile T μ q - sharpProfile μ q =
      T * Real.log (1 + Real.exp (-|μ - q ^ 2 / 2| / T)) := by
  rw [comptonProfile_eq hT, sharpProfile_eq]
  generalize μ - q ^ 2 / 2 = x
  rcases le_total x 0 with h | h
  · rw [max_eq_left h, abs_of_nonpos h, neg_neg, sub_zero]
  · -- inside the Fermi sphere, factor out the large exponential
    have e : 1 + Real.exp (x / T) = Real.exp (x / T) * (1 + Real.exp (-x / T)) := by
      rw [mul_add, ← Real.exp_add, show x / T + -x / T = 0 by ring, Real.exp_zero]
      ring
    have hx : T * (x / T) = x := by field_simp
    rw [max_eq_right h, abs_of_nonneg h, e,
      Real.log_mul (Real.exp_pos _).ne' (by positivity), Real.log_exp]
    linear_combination hx

/-- For `T > 0` the thermal excess is positive and at most `T ln 2` at every `q`. -/
theorem thermal_excess_bounds {T : ℝ} (hT : 0 < T) (μ q : ℝ) :
    0 < comptonProfile T μ q - sharpProfile μ q ∧
      comptonProfile T μ q - sharpProfile μ q ≤ T * Real.log 2 := by
  rw [thermal_excess hT]
  have hpos := Real.exp_pos (-|μ - q ^ 2 / 2| / T)
  have hle : Real.exp (-|μ - q ^ 2 / 2| / T) ≤ 1 :=
    Real.exp_le_one_iff.2
      (div_nonpos_of_nonpos_of_nonneg (neg_nonpos.2 (abs_nonneg _)) hT.le)
  exact ⟨mul_pos hT (Real.log_pos (by linarith)),
    mul_le_mul_of_nonneg_left (Real.log_le_log (by linarith) (by linarith)) hT.le⟩

/-- For `T > 0` and `μ ≥ 0` the thermal excess equals `T ln 2` exactly when `|q| = √(2μ)`. -/
theorem thermal_excess_eq_iff {T μ : ℝ} (hT : 0 < T) (hμ : 0 ≤ μ) (q : ℝ) :
    comptonProfile T μ q - sharpProfile μ q = T * Real.log 2 ↔ |q| = √(2 * μ) := by
  rw [thermal_excess hT]
  constructor
  · intro h
    have h1 := mul_left_cancel₀ hT.ne' h
    have h2 := Real.log_injOn_pos (mem_Ioi.2 (by positivity)) (mem_Ioi.2 (by norm_num)) h1
    have h3 : Real.exp (-|μ - q ^ 2 / 2| / T) = 1 := by linarith
    rw [Real.exp_eq_one_iff, div_eq_zero_iff, neg_eq_zero, abs_eq_zero] at h3
    have h4 := h3.resolve_right hT.ne'
    rw [show 2 * μ = q ^ 2 by linarith, Real.sqrt_sq_eq_abs]
  · intro h
    have h1 : q ^ 2 = 2 * μ := by rw [← sq_abs, h, Real.sq_sqrt (by linarith)]
    rw [show μ - q ^ 2 / 2 = 0 by linarith, abs_zero, neg_zero, zero_div, Real.exp_zero,
      one_add_one_eq_two]

/-- At fixed `μ` and `q` the thermal profile tends to the sharp one as `T → 0` from above. -/
theorem tendsto_sharpProfile (μ q : ℝ) :
    Tendsto (fun T => comptonProfile T μ q) (𝓝[>] 0) (𝓝 (sharpProfile μ q)) := by
  have hc : Continuous fun T : ℝ => sharpProfile μ q + T * Real.log 2 := by fun_prop
  have hup := (hc.tendsto 0).mono_left (nhdsWithin_le_nhds (s := Ioi (0 : ℝ)))
  simp only [zero_mul, add_zero] at hup
  refine tendsto_of_tendsto_of_tendsto_of_le_of_le' tendsto_const_nhds hup ?_ ?_
  · filter_upwards [self_mem_nhdsWithin] with T hT
    linarith [(thermal_excess_bounds (mem_Ioi.1 hT) μ q).1]
  · filter_upwards [self_mem_nhdsWithin] with T hT
    linarith [(thermal_excess_bounds (mem_Ioi.1 hT) μ q).2]

/-- For `T > 0` the slope of the thermal profile at `q` is `-q n(q)`. -/
theorem hasDerivAt_comptonProfile {T : ℝ} (hT : 0 < T) (μ q : ℝ) :
    HasDerivAt (comptonProfile T μ) (-(q * fermi T μ q)) q := by
  rw [show comptonProfile T μ = _ from funext fun q => comptonProfile_eq hT μ q]
  exact hasDerivAt_thermalLog hT.ne' μ q

end

end ThermalComptonProfile
```

```lean
#print axioms ThermalComptonProfile.thermal_excess
-- 'ThermalComptonProfile.thermal_excess' depends on axioms: [propext, Classical.choice, Quot.sound]
#print axioms ThermalComptonProfile.thermal_excess_eq_iff
-- 'ThermalComptonProfile.thermal_excess_eq_iff' depends on axioms: [propext, Classical.choice, Quot.sound]
#print axioms ThermalComptonProfile.tendsto_sharpProfile
-- 'ThermalComptonProfile.tendsto_sharpProfile' depends on axioms: [propext, Classical.choice, Quot.sound]
#print axioms ThermalComptonProfile.hasDerivAt_comptonProfile
-- 'ThermalComptonProfile.hasDerivAt_comptonProfile' depends on axioms: [propext, Classical.choice, Quot.sound]
```

## The radial integral and the measured projection

In Compton scattering within the impulse approximation, the profile at momentum projection q counts the electrons whose momentum component along the scattering vector is q. The other two components, u and v, are integrated over:

∬ n(√(u² + v² + q²)) du dv.

The occupation is `fermi T μ p`, which stands for

n(p) = 1 / (exp((p²/2 − μ)/T) + 1).

The definition `comptonProfile T μ q` is the one-dimensional integral of p n(p) over p > |q|. The theorem `integral_transverse` links the two: the transverse integral is 2π times `comptonProfile`. To obtain the spin-summed profile per unit volume, multiply the transverse integral by 2/(2π)³, which makes it `comptonProfile` divided by 2π².

The definition `sharpProfile μ q` has the same integrand with a step in place of n(p): a state is filled when p²/2 ≤ μ and empty otherwise. Its value, the truncated parabola max(0, μ − q²/2), is proved in `sharpProfile_eq`.

The theorems about the thermal profile at a given temperature assume `hT : 0 < T`; the derivative in `hasDerivAt_thermalLog` needs only T ≠ 0. The projection q may be any real number, and so may μ, except in `thermal_excess_eq_iff`, which assumes μ ≥ 0. For μ > 0 the largest excess therefore occurs at the two points q = ±√(2μ), of which one has q ≥ 0; for μ = 0 they merge at q = 0.

The model is a uniform, non-interacting gas with an isotropic parabolic band. Core electrons, lattice effects, correlation and instrumental resolution are absent, and the impulse approximation is assumed when the transverse integral is identified with a measured profile. For this non-interacting gas, the closed form supplies a reference value for a program that projects a thermal momentum distribution numerically.

## The closed form

Write

F(p) = T ln(1 + E), with E = exp((μ − p²/2)/T).

Since dE/dp = −(p/T) E, the chain rule gives

F′(p) = T · (−(p/T) E) / (1 + E) = −p E/(1 + E) = −p / (1/E + 1) = −p n(p).

The last step uses 1/E = exp((p²/2 − μ)/T). As p → ∞ the exponent (μ − p²/2)/T goes to −∞, so E → 0 and F(p) → T ln 1 = 0. Therefore

∫ over p > |q| of p n(p) dp = F(|q|) − 0 = T ln(1 + exp((μ − q²/2)/T)).

In the file, `hasDerivAt_thermalLog` is the derivative. It replaces the exponential by a single positive variable `E`, so that what remains is the algebraic identity 1/(1/E + 1) = E/(1 + E). The limit is `tendsto_thermalLog`. The theorem `comptonProfile_eq` then applies the fundamental theorem of calculus on a half-line to −F, whose derivative is p n(p). Because this integrand is nonnegative for p > |q|, the limit at infinity also secures integrability, and no separate decay estimate is needed.

## The transverse integral in polar coordinates

With u = r cos θ and v = r sin θ, the energy measured from μ is

(r² + q²)/2 − μ = r²/2 − (μ − q²/2).

The projection q thus acts only as a shift of the chemical potential. The area element contributes a factor r, and the angle a factor 2π:

∬ n(√(u² + v² + q²)) du dv = 2π ∫ over r > 0 of r / (exp((r²/2 − (μ − q²/2))/T) + 1) dr.

The remaining integral is the closed form at chemical potential μ − q²/2 and zero projection, which is T ln(1 + exp((μ − q²/2)/T)). In `integral_transverse`, the step named `key` is the energy shift, `hθ` is the angular integral, and `h0` is the closed form at the shifted chemical potential.

## The sharp sphere and the excess

For p > 0 and μ ≥ 0, the condition p²/2 ≤ μ means p ≤ √(2μ). If |q| < √(2μ), the sharp integral is

∫ from |q| to √(2μ) of p dp = (2μ − q²)/2 = μ − q²/2.

If |q| ≥ √(2μ), or if μ < 0, no occupied state contributes. The integral is then 0, while μ − q²/2 ≤ 0. Both cases agree with max(0, μ − q²/2), and `sharpProfile_eq` makes the same division.

Now put x = μ − q²/2. If x ≤ 0, the sharp value is 0 and x = −|x|, so the excess is T ln(1 + exp(−|x|/T)) directly. If x ≥ 0, factor out the large exponential:

T ln(1 + exp(x/T)) = T ln(exp(x/T) (1 + exp(−x/T))) = x + T ln(1 + exp(−x/T)).

Subtracting the sharp value x leaves the same expression. The theorem `thermal_excess` makes this split with `le_total x 0`.

The bounds follow from 0 < exp(−|x|/T) ≤ 1. The logarithm of 1 + exp(−|x|/T) is then positive and at most ln 2, as stated in `thermal_excess_bounds`. Equality with ln 2 requires exp(−|x|/T) = 1, hence x = 0 and q² = 2μ. In `thermal_excess_eq_iff` the forward direction undoes the factor T, the logarithm and the exponential in turn; the reverse direction substitutes q² = 2μ.

## Cold limit and slope

The bounds place the thermal profile between two functions of T:

max(0, μ − q²/2) < T ln(1 + exp((μ − q²/2)/T)) ≤ max(0, μ − q²/2) + T ln 2.

As T → 0 from above, both sides tend to the sharp value, and `tendsto_sharpProfile` is this squeeze argument at fixed μ and q.

The closed form is F evaluated at q, so its slope is −q n(q), by the derivative already computed. This is `hasDerivAt_comptonProfile`. For q ≠ 0, dividing the slope by −q recovers the occupation n(q) from the profile of this isotropic gas.

## A negative chemical potential

The equality criterion fails for μ < 0. Take T = 1, μ = −1 and q = 0. Lean's real square root returns 0 for negative arguments, so |q| = √(2μ) holds as written. The excess, however, is

ln(1 + exp(−1)) ≈ 0.313,

which is less than ln 2 ≈ 0.693. Physically, μ − q²/2 is negative for every q when μ < 0, so there is no Fermi surface at which the bound could be attained. The closed form, the excess formula and the bounds still hold there.

## Fixed μ is not fixed density

The excess can be misread as the change in the profile when a metal is heated at constant electron density. It compares two gases with the same μ, and those gases have different densities. Up to a constant factor, the integral of the profile over q is the number of electrons per volume. Since the excess is positive at every q, the warm gas contains more electrons than the sharp sphere it is compared with.

At constant density, the warm gas must therefore have a lower μ than the sharp sphere, and the difference between the profiles is negative at some q and positive at others. This density argument is an informal addition, as the file contains no theorem about particle number. To compare profiles at constant density, first determine μ at each temperature, then insert the two different values into the closed form and the sharp formula.
